# For Hermitian H and positive definite S, a linearly independent truncated basis cannot lower the lowest level of Hx = ESx

When an ultrasoft-pseudopotential calculation in a finite basis shows a suspiciously low level, one asks whether truncation created it; to answer this, a level is taken to be a real number $E$ with $Hx=ESx$ for some $x\neq0$. Here $H$ is the Hamiltonian and $S$ the overlap operator, both $n\times n$ complex matrices.

```lean
import Mathlib

open Matrix
open scoped ComplexOrder

namespace UltrasoftGhostTruncation

noncomputable section

variable {n m k : Type*} [Fintype n] [Fintype m] [Fintype k]

/-- The real number `E` is a level of the generalized problem `H x = E S x` with `x ≠ 0`. -/
def IsLevel (H S : Matrix n n ℂ) (E : ℝ) : Prop :=
  ∃ x : n → ℂ, x ≠ 0 ∧ H *ᵥ x = (E : ℂ) • (S *ᵥ x)
```

The lowest level is the least element of the set of levels, so it must itself be a level.

```lean
/-- `E` is the lowest level of the generalized problem for `H` and `S`. -/
def IsLowestLevel (H S : Matrix n n ℂ) (E : ℝ) : Prop :=
  IsLeast {E' : ℝ | IsLevel H S E'} E
```

The columns of $C$ are the basis functions. Truncation replaces both $H$ and $S$, with $A$ standing for either, by $C^\dagger AC$; Lean writes `Cᴴ` for $C^\dagger$.

```lean
/-- The matrix of the operator `A` in the truncated basis formed by the columns of `C`. -/
def truncated (C : Matrix n m ℂ) (A : Matrix n n ℂ) : Matrix m m ℂ := Cᴴ * A * C
```

Despite its name, `expect` is unnormalised: the physical energy is $R(x)=x^\dagger Hx/x^\dagger Sx$, the ratio of two such values.

```lean
/-- The real part of the unnormalized expectation value `x† A x`. -/
def expect (A : Matrix n n ℂ) (x : n → ℂ) : ℝ := (star x ⬝ᵥ A *ᵥ x).re
```

## Linearly independent basis functions

The condition `hC` says that $Cc=0$ only for $c=0$: no basis function is redundant. By hand,
$$c^\dagger(C^\dagger AC)c=(Cc)^\dagger A(Cc),$$
so a nonzero $c$ describes a nonzero state $Cc$, and the truncated overlap stays positive definite. The lemmas below establish the identity, then Hermiticity and positivity.

```lean
/-- The truncated matrix acts by expanding the coefficients, applying the operator and
projecting back on the basis. -/
theorem truncated_mulVec (C : Matrix n m ℂ) (A : Matrix n n ℂ) (c : m → ℂ) :
    truncated C A *ᵥ c = Cᴴ *ᵥ (A *ᵥ (C *ᵥ c)) := by
  simp only [truncated, Matrix.mulVec_mulVec, Matrix.mul_assoc]

/-- The form `c† (C† A C) c` of the truncated matrix equals that of `A` in the expanded
vector `C c`. -/
theorem truncated_form (C : Matrix n m ℂ) (A : Matrix n n ℂ) (c : m → ℂ) :
    star c ⬝ᵥ truncated C A *ᵥ c = star (C *ᵥ c) ⬝ᵥ A *ᵥ (C *ᵥ c) := by
  rw [truncated_mulVec, Matrix.star_mulVec, ← Matrix.dotProduct_mulVec]

omit [Fintype m] in
/-- A Hermitian operator has a Hermitian matrix in every truncated basis. -/
theorem truncated_isHermitian (C : Matrix n m ℂ) {A : Matrix n n ℂ} (hA : A.IsHermitian) :
    (truncated C A).IsHermitian := by
  rw [Matrix.IsHermitian, truncated, Matrix.conjTranspose_mul, Matrix.conjTranspose_mul,
    Matrix.conjTranspose_conjTranspose, hA.eq, Matrix.mul_assoc]

/-- A positive definite overlap stays positive definite in a linearly independent basis. -/
theorem truncated_posDef {C : Matrix n m ℂ} {S : Matrix n n ℂ} (hS : S.PosDef)
    (hC : ∀ c, C *ᵥ c = 0 → c = 0) : (truncated C S).PosDef := by
  rw [Matrix.posDef_iff_dotProduct_mulVec]
  refine ⟨truncated_isHermitian C hS.1, fun c hc => ?_⟩
  rw [truncated_form]
  exact hS.dotProduct_mulVec_pos (fun h => hc (hC c h))
```

If instead $Cc=0$ for some $c\neq0$, both truncated matrices annihilate $c$. Every real $E$ is then a level, and there is no lowest one.

## A Hermitian Hamiltonian

Hermiticity makes expectation values real and lets a minimum of the energy solve the eigenvalue equation. Suppose $x^\dagger Hx\ge E\,x^\dagger Sx$ for all $x$, with equality at $x_0$. Then $A=H-ES$ is positive semidefinite and $x_0^\dagger Ax_0=0$. For every $y$ and real $t$,
$$0\le(x_0+ty)^\dagger A(x_0+ty)=2t\,\mathrm{Re}(y^\dagger Ax_0)+t^2y^\dagger Ay,$$
which forces $\mathrm{Re}(y^\dagger Ax_0)=0$. Choosing $y=Ax_0$ gives $Ax_0=0$.

In Lean, `hP` is the semidefiniteness, and Mathlib's `dotProduct_mulVec_zero_iff` supplies the last step.

```lean
/-- For Hermitian `H` and `S`, if `x† H x ≥ E x† S x` for all vectors, then a vector that
attains equality solves `H x = E S x`. -/
theorem eigenvector_of_minimum {H S : Matrix n n ℂ} (hH : H.IsHermitian) (hS : S.IsHermitian)
    {E : ℝ} (hE : ∀ x, E * expect S x ≤ expect H x) {x : n → ℂ}
    (hx : expect H x = E * expect S x) : H *ᵥ x = (E : ℂ) • (S *ᵥ x) := by
  have hA : (H - (E : ℂ) • S).IsHermitian := by
    rw [Matrix.IsHermitian, Matrix.conjTranspose_sub, Matrix.conjTranspose_smul, hH.eq, hS.eq,
      Complex.star_def, Complex.conj_ofReal]
  have hre : ∀ y, (star y ⬝ᵥ (H - (E : ℂ) • S) *ᵥ y).re = expect H y - E * expect S y := by
    intro y
    simp only [expect, Matrix.sub_mulVec, Matrix.smul_mulVec, dotProduct_sub, dotProduct_smul,
      smul_eq_mul, Complex.sub_re, Complex.re_ofReal_mul]
  have him : ∀ y, (star y ⬝ᵥ (H - (E : ℂ) • S) *ᵥ y).im = 0 := by
    intro y
    have h : star (star y ⬝ᵥ (H - (E : ℂ) • S) *ᵥ y) = star y ⬝ᵥ (H - (E : ℂ) • S) *ᵥ y := by
      rw [← Matrix.star_dotProduct, Matrix.star_mulVec, hA.eq, ← Matrix.dotProduct_mulVec]
    exact Complex.conj_eq_iff_im.mp h
  -- `H - E S` is positive semidefinite, so a zero of its form lies in its kernel
  have hP : (H - (E : ℂ) • S).PosSemidef :=
    Matrix.PosSemidef.of_dotProduct_mulVec_nonneg hA fun y =>
      Complex.nonneg_iff.mpr ⟨by rw [hre]; linarith [hE y], (him y).symm⟩
  have h0 := (hP.dotProduct_mulVec_zero_iff x).mp
    (Complex.ext (by rw [hre, hx, sub_self, Complex.zero_re]) (him x))
  rwa [Matrix.sub_mulVec, Matrix.smul_mulVec, sub_eq_zero] at h0
```

Real eigenvalues of $H$ would not suffice. With $S=1$, the matrix $H=\begin{pmatrix}0&2\\0&0\end{pmatrix}$ has only the level $0$, yet the single basis vector $(1,-1)^T$ gives $-2/2=-1$.

## A positive definite overlap

Positive definiteness of $S$ means that every nonzero pseudo-wavefunction has positive norm once its augmentation charge is included. This is an assumption: a badly constructed ultrasoft pseudopotential can violate it. In nonzero dimension, $R$ is then continuous on the compact, non-empty unit sphere and attains a minimum $E$ there. Since $R(rx)=R(x)$ for real $r\neq0$, the bound $x^\dagger Hx\ge E\,x^\dagger Sx$ holds for all $x$, and the minimiser is an eigenvector. Any level $E'$ with vector $x$ satisfies $E'x^\dagger Sx=x^\dagger Hx\ge E\,x^\dagger Sx$, so $E'\ge E$.

Four lemmas provide positivity, the eigenvalue identity, scaling and continuity.

```lean
private theorem expect_pos {S : Matrix n n ℂ} (hS : S.PosDef) {x : n → ℂ} (hx : x ≠ 0) :
    0 < expect S x :=
  (Complex.lt_def.mp (hS.dotProduct_mulVec_pos hx)).1

private theorem expect_level {H S : Matrix n n ℂ} {E : ℝ} {x : n → ℂ}
    (h : H *ᵥ x = (E : ℂ) • (S *ᵥ x)) : expect H x = E * expect S x := by
  rw [expect, h, dotProduct_smul, smul_eq_mul, Complex.re_ofReal_mul, expect]

private theorem expect_smul (A : Matrix n n ℂ) (r : ℝ) (x : n → ℂ) :
    expect A ((r : ℂ) • x) = r ^ 2 * expect A x := by
  have h : star ((r : ℂ) • x) ⬝ᵥ A *ᵥ ((r : ℂ) • x)
      = ((r ^ 2 : ℝ) : ℂ) * (star x ⬝ᵥ A *ᵥ x) := by
    rw [star_smul, smul_dotProduct, Matrix.mulVec_smul, dotProduct_smul, smul_eq_mul,
      smul_eq_mul, Complex.star_def, Complex.conj_ofReal]
    push_cast
    ring
  rw [expect, h, Complex.re_ofReal_mul, expect]

private theorem expect_continuous (A : Matrix n n ℂ) : Continuous (expect A) := by
  have h : Continuous (fun x : n → ℂ => ∑ i, star (x i) * ∑ j, A i j * x j) :=
    continuous_finsetSum _ fun i _ => (continuous_apply i).star.mul
      (continuous_finsetSum _ fun j _ => continuous_const.mul (continuous_apply j))
  exact Complex.continuous_re.comp h
```

The bound for all vectors is `hb`, obtained by rescaling to the sphere.

```lean
/-- Variational principle: for Hermitian `H` and positive definite `S` in nonzero dimension a
lowest level `E` exists, and `x† H x ≥ E x† S x` for every vector. -/
theorem exists_lowestLevel [Nonempty n] {H S : Matrix n n ℂ} (hH : H.IsHermitian)
    (hS : S.PosDef) : ∃ E, IsLowestLevel H S E ∧ ∀ x, E * expect S x ≤ expect H x := by
  have hne : (Metric.sphere (0 : n → ℂ) 1).Nonempty :=
    ⟨fun _ => 1, mem_sphere_zero_iff_norm.mpr (by rw [pi_norm_const, norm_one])⟩
  have hs : ∀ x ∈ Metric.sphere (0 : n → ℂ) 1, x ≠ 0 := by
    intro x hx h
    rw [mem_sphere_zero_iff_norm, h, norm_zero] at hx
    exact zero_ne_one hx
  -- the Rayleigh quotient attains its minimum on the unit sphere
  obtain ⟨x₀, hx₀, hmin⟩ := (isCompact_sphere (0 : n → ℂ) 1).exists_isMinOn hne
    ((expect_continuous H).continuousOn.div (expect_continuous S).continuousOn
      fun x hx => (expect_pos hS (hs x hx)).ne')
  have hb : ∀ x, expect H x₀ / expect S x₀ * expect S x ≤ expect H x := by
    intro x
    by_cases hx : x = 0
    · simp [hx, expect]
    have hr : 0 < ‖x‖⁻¹ ^ 2 := pow_pos (inv_pos.mpr (norm_pos_iff.mpr hx)) 2
    have hy : ((‖x‖⁻¹ : ℝ) : ℂ) • x ∈ Metric.sphere (0 : n → ℂ) 1 := by
      rw [mem_sphere_zero_iff_norm, norm_smul, Complex.norm_real, norm_inv, norm_norm,
        inv_mul_cancel₀ (norm_ne_zero_iff.mpr hx)]
    have h : expect H x₀ / expect S x₀ ≤ expect H (((‖x‖⁻¹ : ℝ) : ℂ) • x) /
        expect S (((‖x‖⁻¹ : ℝ) : ℂ) • x) := isMinOn_iff.mp hmin _ hy
    rw [le_div_iff₀ (expect_pos hS (hs _ hy)), expect_smul, expect_smul] at h
    exact le_of_mul_le_mul_left (by linarith) hr
  refine ⟨_, ⟨⟨x₀, hs x₀ hx₀, eigenvector_of_minimum hH hS.1 hb
    (div_mul_cancel₀ _ (expect_pos hS (hs x₀ hx₀)).ne').symm⟩, ?_⟩, hb⟩
  rintro E' ⟨x, hx, h⟩
  exact le_of_mul_le_mul_right ((hb x).trans_eq (expect_level h)) (expect_pos hS hx)
```

For a truncated level $E$ with coefficients $c$, put $x=Cc\neq0$. Then $x^\dagger Hx=E\,x^\dagger Sx$, so the exact lowest level is at most $E$.

```lean
/-- For Hermitian `H`, positive definite `S` and a linearly independent basis, every level found
in the truncated basis has a level of the full problem at or below it. -/
theorem low_level_genuine {H S : Matrix n n ℂ} (hH : H.IsHermitian) (hS : S.PosDef)
    {C : Matrix n m ℂ} (hC : ∀ c, C *ᵥ c = 0 → c = 0) {E : ℝ}
    (hE : IsLevel (truncated C H) (truncated C S) E) : ∃ E' ≤ E, IsLevel H S E' := by
  obtain ⟨c, hc, h⟩ := hE
  have hx : C *ᵥ c ≠ 0 := fun h0 => hc (hC c h0)
  have : Nonempty n := ⟨(Function.ne_iff.mp hx).choose⟩
  obtain ⟨E₀, hE₀, hb⟩ := exists_lowestLevel hH hS
  have h1 := expect_level h
  simp only [expect, truncated_form] at h1
  exact ⟨E₀, le_of_mul_le_mul_right ((hb _).trans_eq h1) (expect_pos hS hx), hE₀.1⟩
```

Thus "genuine" means that $(H,S)$ has a level at or below $E$, not that $E$ itself is exact or that the level is physical. For fixed finite matrices under these hypotheses, a ghost below the expected spectrum comes from $H$ and $S$, not from truncation. Carrying this over to the operators on the infinite-dimensional function space needs a separate argument.

A positive semidefinite $S$ would not suffice: $H=\begin{pmatrix}0&1\\1&0\end{pmatrix}$ and $S=\mathrm{diag}(1,0)$ have no level at all, but the basis vector $(1,-1)^T$ reports $-2$.

## At least one basis function

`[Nonempty m]` gives $C$ a column; without one there is no nonzero $c$, hence no truncated level. Adding the columns of $D$ gives `fromCols C D`, whose columns are assumed independent. Since $[C\;D](c,0)^T=Cc$, the larger basis can reproduce every energy of the smaller, so $E_2\le E_1$; the previous theorem, applied to the larger basis, gives $E\le E_2$. Here `E` is the lowest level of the full problem, `E₂` belongs to the larger basis and `E₁` to the smaller. The padding by zeros is `hpad`.

```lean
/-- For Hermitian `H`, positive definite `S` and linearly independent columns of `[C D]`, with
`C` non-empty, the lowest levels exist in the full space, in the basis `[C D]` and in the basis
`C`, and they are ordered `E ≤ E₂ ≤ E₁`. -/
theorem lowestLevel_truncation [Nonempty m] {H S : Matrix n n ℂ} (hH : H.IsHermitian)
    (hS : S.PosDef) (C : Matrix n m ℂ) (D : Matrix n k ℂ)
    (hCD : ∀ v, fromCols C D *ᵥ v = 0 → v = 0) :
    ∃ E E₂ E₁ : ℝ, IsLowestLevel H S E ∧
      IsLowestLevel (truncated (fromCols C D) H) (truncated (fromCols C D) S) E₂ ∧
      IsLowestLevel (truncated C H) (truncated C S) E₁ ∧ E ≤ E₂ ∧ E₂ ≤ E₁ := by
  -- coefficients in the small basis are padded by zeros
  have hpad : ∀ c : m → ℂ, fromCols C D *ᵥ (Sum.elim c 0) = C *ᵥ c := by
    intro c
    ext i
    simp [Matrix.mulVec, dotProduct, Fintype.sum_sum_type]
  have hC : ∀ c, C *ᵥ c = 0 → c = 0 := fun c hc =>
    funext fun i => congrFun (hCD (Sum.elim c 0) ((hpad c).trans hc)) (Sum.inl i)
  obtain ⟨E₂, h₂, hb⟩ := exists_lowestLevel (truncated_isHermitian (fromCols C D) hH)
    (truncated_posDef hS hCD)
  obtain ⟨E₁, h₁, -⟩ := exists_lowestLevel (truncated_isHermitian C hH) (truncated_posDef hS hC)
  obtain ⟨E', hE', hl⟩ := low_level_genuine hH hS hCD h₂.1
  have : Nonempty n := by
    obtain ⟨x, hx, -⟩ := hl
    exact ⟨(Function.ne_iff.mp hx).choose⟩
  obtain ⟨E, h, -⟩ := exists_lowestLevel hH hS
  refine ⟨E, E₂, E₁, h, h₂, h₁, (h.2 hl).trans hE', ?_⟩
  obtain ⟨c, hc, hce⟩ := h₁.1
  have h3 := expect_level hce
  have h4 := hb (Sum.elim c 0)
  simp only [expect, truncated_form] at h3 h4
  rw [hpad, h3] at h4
  exact le_of_mul_le_mul_right h4 (expect_pos hS fun h0 => hc (hC c h0))
```

## A basis that contains a lowest state

If truncation gives the exact lowest level, $Cc$ attains the minimum of $R$ and is therefore an exact eigenvector. Conversely, multiplying $HCc=ESCc$ by $C^\dagger$ makes $E$ a truncated level, and no truncated level can lie below it.

```lean
/-- For Hermitian `H`, positive definite `S` and a linearly independent basis, truncation
reproduces the exact lowest level if and only if the basis spans an eigenvector of that level. -/
theorem truncation_exact_iff {H S : Matrix n n ℂ} (hH : H.IsHermitian) (hS : S.PosDef)
    {C : Matrix n m ℂ} (hC : ∀ c, C *ᵥ c = 0 → c = 0) {E : ℝ} (hE : IsLowestLevel H S E) :
    IsLowestLevel (truncated C H) (truncated C S) E ↔
      ∃ c, c ≠ 0 ∧ H *ᵥ (C *ᵥ c) = (E : ℂ) • (S *ᵥ (C *ᵥ c)) := by
  constructor
  · rintro ⟨⟨c, hc, h⟩, -⟩
    have : Nonempty n := ⟨(Function.ne_iff.mp fun h0 => hc (hC c h0)).choose⟩
    obtain ⟨E₀, hE₀, hb⟩ := exists_lowestLevel hH hS
    rw [hE₀.unique hE] at hb
    have h1 := expect_level h
    simp only [expect, truncated_form] at h1
    exact ⟨c, hc, eigenvector_of_minimum hH hS.1 hb h1⟩
  · rintro ⟨c, hc, h⟩
    refine ⟨⟨c, hc, ?_⟩, fun E₁ h₁ => ?_⟩
    · rw [truncated_mulVec, truncated_mulVec, h, Matrix.mulVec_smul]
    · obtain ⟨E', hle, hl⟩ := low_level_genuine hH hS hC h₁
      exact (hE.2 hl).trans hle
```

Without such a state in its span, a basis can miss a ghost. Take $H=\mathrm{diag}(-2,1)$ and $S=\mathrm{diag}(2,1)$, with levels $-1$ and $1$. The basis vector $(0,1)^T$ gives $1/1=1$, while $(1,1)^T$ gives $(-2+1)/(2+1)=-1/3$. Both vectors together span the space and recover $-1$. The theorem below checks the level at $-1$ and the first basis.

```lean
/-- A truncated basis can miss a low level: for `H = diag(-2, 1)` and `S = diag(2, 1)` there is
a level at `-1`, while the basis of the second unit vector alone has lowest level `1`. -/
theorem truncation_can_miss_level :
    IsLevel !![(-2 : ℂ), 0; 0, 1] !![(2 : ℂ), 0; 0, 1] (-1) ∧
      IsLowestLevel (truncated !![(0 : ℂ); 1] !![(-2 : ℂ), 0; 0, 1])
        (truncated !![(0 : ℂ); 1] !![(2 : ℂ), 0; 0, 1]) 1 := by
  have h : ∀ a : ℂ, truncated !![(0 : ℂ); 1] !![a, 0; 0, 1] = 1 := by
    intro a
    ext i j
    fin_cases i
    fin_cases j
    simp [truncated, Matrix.mul_apply, Fin.sum_univ_two]
  refine ⟨⟨![1, 0], fun h0 => by simpa using congrFun h0 0, ?_⟩, ?_⟩
  · ext i
    fin_cases i <;> simp [Matrix.mulVec, dotProduct, Fin.sum_univ_two]
  rw [h, h]
  refine ⟨⟨fun _ => 1, fun h0 => one_ne_zero (congrFun h0 0), ?_⟩, ?_⟩
  · rw [Complex.ofReal_one, one_smul]
  · rintro E ⟨x, hx, hE⟩
    obtain ⟨i, hi⟩ := Function.ne_iff.mp hx
    rw [Matrix.one_mulVec] at hE
    have h1 : x i = (E : ℂ) * x i := congrFun hE i
    have h2 : (1 : ℂ) = (E : ℂ) := mul_right_cancel₀ hi ((one_mul (x i)).trans h1)
    have h3 : (1 : ℝ) = E := by exact_mod_cast h2
    exact h3.le

end

end UltrasoftGhostTruncation
```

```lean
#print axioms UltrasoftGhostTruncation.lowestLevel_truncation
#print axioms UltrasoftGhostTruncation.truncation_exact_iff
#print axioms UltrasoftGhostTruncation.truncation_can_miss_level
```

```
'UltrasoftGhostTruncation.lowestLevel_truncation' depends on axioms: [propext, Classical.choice, Quot.sound]
'UltrasoftGhostTruncation.truncation_exact_iff' depends on axioms: [propext, Classical.choice, Quot.sound]
'UltrasoftGhostTruncation.truncation_can_miss_level' depends on axioms: [propext, Classical.choice, Quot.sound]
```
